# Partial derivatives of a real polynomial in Cartesian coordinates commute

For a real polynomial in finitely many Cartesian coordinates, differentiating with respect to coordinate j and then coordinate i gives the same polynomial as differentiating in the opposite order. The statement holds for every polynomial and every pair of coordinates, equal or different, and concerns formal derivatives, so no smoothness or normalisation is assumed. The attempt first shows that all second derivatives of a single coordinate vanish. It then argues by induction on the polynomial: the claim is checked for constants, and shown to survive addition and multiplication by a coordinate, the last step using the product rule.

As first written in Lean, the proof fails:

```lean
import Mathlib

open MvPolynomial

namespace AlmansiDecomposition

noncomputable section

/-- Real polynomials in `d` Cartesian coordinates. -/
abbrev Poly (d : ℕ) := MvPolynomial (Fin d) ℝ

variable {d : ℕ}

/-- Partial derivatives of a polynomial commute. -/
theorem pderiv_comm' (i j : Fin d) (p : Poly d) :
    pderiv i (pderiv j p) = pderiv j (pderiv i p) := by
  have hz : ∀ i j k : Fin d, pderiv i (pderiv j (X k : Poly d)) = 0 := by
    intro i j k
    simp only [pderiv_X, Pi.single_apply]
    split_ifs <;> simp
  refine MvPolynomial.induction_on p ?_ ?_ ?_
  · intro a
    simp
  · intro p q hp hq
    simp only [map_add, hp, hq]
  · intro p k hp
    simp only [pderiv_mul, map_add, hz]
    linear_combination X k * hp

end

end AlmansiDecomposition
```

The compiler's answer:

```
Main.lean:21:2: error: Type mismatch
  induction_on p ?m.59 ?m.60 ?m.61
has type
  ?m.58 p
but is expected to have type
  (pderiv i) ((pderiv j) p) = (pderiv j) ((pderiv i) p)
```

Cause. The error concerns how the induction is set up, not the mathematics. `MvPolynomial.induction_on` proves a general property of `p`, called the motive, which appears in the message as the unknown `?m.58`. With `refine`, Lean had to find this property by matching `?m.58 p` against the commutation equation. It did not manage to, and reported a type mismatch. The message does not say why the matching failed.

The repair uses `induction p using MvPolynomial.induction_on`. This tactic builds the motive from the goal itself, by treating the equation as a property of a variable polynomial, so Lean no longer has to guess it from that match.

The other changes follow from this one. `induction` already introduces the variables and hypotheses of each case, so the `intro` lines go. In the sum and product cases `rename_i` gives them the names used by the later steps; the constant case needs no names, and `simp` suffices. The calculations in all three cases are unchanged.

The mended proof, as a diff:

```diff
@@ -19,10 +19,9 @@
     simp only [pderiv_X, Pi.single_apply]
     split_ifs <;> simp
-  refine MvPolynomial.induction_on p ?_ ?_ ?_
-  · intro a
-    simp
-  · intro p q hp hq
+  induction p using MvPolynomial.induction_on
+  · simp
+  · rename_i p q hp hq
     simp only [map_add, hp, hq]
-  · intro p k hp
+  · rename_i p k hp
     simp only [pderiv_mul, map_add, hz]
     linear_combination X k * hp
```
